# For $k \neq 1$, the extended Hückel splitting of two equal overlapping orbitals depends on the energy zero

A: Take two normalized orbitals with the same energy $e$, overlap $0<s<1$ and off-diagonal Hamiltonian element $kes$. The antisymmetric level minus the symmetric one is
$$E_- - E_+ = \frac{2(1-k)\,e\,s}{1-s^2}.$$
Replacing $e$ by $e+c$ changes this splitting by $2(1-k)cs/(1-s^2)$. For $c\neq 0$ it is unchanged exactly when $k=1$.

Q: A level difference shouldn't depend on where I put the zero of energy. Is this extended Hückel theory, or a matrix chosen to misbehave?

A: It is the usual rule with the arithmetic mean. Orbital energies $e_i$ stand on the diagonal, and the off-diagonal elements are $kS_{ij}(e_i+e_j)/2$, where $S$ is the overlap matrix. The Wolfsberg–Helmholz factor $k$, often written $K$, is an empirical constant: it sets the strength of the interaction between two orbitals, which the rule takes as proportional to their overlap instead of evaluating the integral of a Hamiltonian operator between them.

In Lean 4 with Mathlib:

```lean
import Mathlib

open Matrix

namespace ExtendedHuckelEnergyZero

noncomputable section

variable {n : Type*} [Fintype n] [DecidableEq n]

/-- The extended Hückel Hamiltonian with orbital energies `e` on the diagonal and
Wolfsberg–Helmholz elements `k S i j (e i + e j) / 2` off the diagonal. -/
def huckel {n : Type*} [DecidableEq n] (k : ℝ) (S : Matrix n n ℝ) (e : n → ℝ) :
    Matrix n n ℝ :=
  Matrix.of fun i j => if i = j then e i else k * S i j * ((e i + e j) / 2)
```

Q: And the levels? If their formulas are put in by hand, the result is only algebra about those formulas.

A: They come from the generalized eigenvalue equation $Hv=ESv$, which `Solves` states for real coefficients $v$. The dimer is the general Hamiltonian for two orbitals, with the constant function `fun _ => e` as orbital energies.

```lean
/-- The generalized eigenvalue equation `H v = E S v` for orbital coefficients `v`. -/
def Solves {n : Type*} [Fintype n] (H S : Matrix n n ℝ) (E : ℝ) (v : n → ℝ) : Prop :=
  H *ᵥ v = E • (S *ᵥ v)

/-- The overlap matrix of two normalized orbitals with mutual overlap `s`. -/
def overlap (s : ℝ) : Matrix (Fin 2) (Fin 2) ℝ := !![1, s; s, 1]

/-- The extended Hückel Hamiltonian of two orbitals of equal energy `e` and overlap `s`. -/
def dimer (k e s : ℝ) : Matrix (Fin 2) (Fin 2) ℝ := huckel k (overlap s) (fun _ => e)
```

Q: Then show me that this gives the matrix you started from, and the equations I would solve.

A: The first lemma below checks the four matrix elements. The second reads the eigenvalue equation row by row. With coefficients $a$ and $b$ it gives
$$ea+kes\,b=E(a+sb),\qquad kes\,a+eb=E(sa+b).$$

```lean
/-- The dimer Hamiltonian has diagonal elements `e` and off-diagonal elements `k e s`. -/
theorem dimer_eq (k e s : ℝ) : dimer k e s = !![e, k * e * s; k * e * s, e] := by
  ext i j
  fin_cases i <;> fin_cases j <;> simp [dimer, huckel, overlap] <;> ring

/-- The generalized eigenvalue equation of the dimer, written as two secular equations
for the coefficients `a` and `b`. -/
theorem solves_dimer_iff (k e s E a b : ℝ) :
    Solves (dimer k e s) (overlap s) E ![a, b] ↔
      e * a + k * e * s * b = E * (a + s * b) ∧
      k * e * s * a + e * b = E * (s * a + b) := by
  unfold Solves
  rw [dimer_eq]
  constructor
  · intro h
    have h0 := congrFun h 0
    have h1 := congrFun h 1
    simp [overlap, Matrix.mulVec, dotProduct, Fin.sum_univ_two] at h0 h1
    exact ⟨by linear_combination h0, by linear_combination h1⟩
  · rintro ⟨h0, h1⟩
    ext i
    fin_cases i
    · simp [overlap, Matrix.mulVec, dotProduct, Fin.sum_univ_two]
      linear_combination h0
    · simp [overlap, Matrix.mulVec, dotProduct, Fin.sum_univ_two]
      linear_combination h1
```

Q: How do I know that there are no other levels?

A: Add and subtract the two equations:
$$e(1+ks)(a+b)=E(1+s)(a+b),\qquad e(1-ks)(a-b)=E(1-s)(a-b).$$
If $a+b\neq 0$, the first gives $E_+=e(1+ks)/(1+s)$. If $a+b=0$, then $a-b=2a\neq 0$ for a nonzero vector, and the second gives $E_-=e(1-ks)/(1-s)$. Conversely, $(1,1)$ and $(1,-1)$ solve the equations at these energies. Their normalized forms are $(1,1)/\sqrt{2(1+s)}$ and $(1,-1)/\sqrt{2(1-s)}$.

`dimer_levels` says this for $-1<s<1$, and the condition `v ≠ 0` excludes the trivial solution. Its proof makes the same case distinction on $a+b$. In the antisymmetric case it puts $a+b=0$ into the first secular equation instead of subtracting the two.

```lean
/-- For overlap strictly between `-1` and `1`, the energies of the dimer are exactly
`e (1 + k s) / (1 + s)` and `e (1 - k s) / (1 - s)`. -/
theorem dimer_levels (k e s E : ℝ) (hs : -1 < s) (hs' : s < 1) :
    (∃ v : Fin 2 → ℝ, v ≠ 0 ∧ Solves (dimer k e s) (overlap s) E v) ↔
      E = e * (1 + k * s) / (1 + s) ∨ E = e * (1 - k * s) / (1 - s) := by
  have hp : 1 + s ≠ 0 := by linarith
  have hm : 1 - s ≠ 0 := by linarith
  rw [eq_div_iff hp, eq_div_iff hm]
  constructor
  · rintro ⟨v, hv, h⟩
    have hv2 : v = ![v 0, v 1] := by
      ext i
      fin_cases i <;> rfl
    rw [hv2, solves_dimer_iff] at h
    by_cases hab : v 0 + v 1 = 0
    · -- no symmetric component: the antisymmetric level
      right
      have ha : v 0 ≠ 0 := by
        intro h0
        have h1 : v 1 = 0 := by linarith
        apply hv
        funext i
        fin_cases i
        · exact h0
        · exact h1
      apply mul_right_cancel₀ ha
      linear_combination -h.1 + (e * k * s - E * s) * hab
    · -- the sum of the secular equations fixes the symmetric level
      left
      apply mul_right_cancel₀ hab
      linear_combination -h.1 - h.2
  · rintro (h | h)
    · refine ⟨![1, 1], ?_, ?_⟩
      · intro h0
        have h1 := congrFun h0 0
        simp at h1
      · rw [solves_dimer_iff]
        exact ⟨by linear_combination -h, by linear_combination -h⟩
    · refine ⟨![1, -1], ?_, ?_⟩
      · intro h0
        have h1 := congrFun h0 0
        simp at h1
      · rw [solves_dimer_iff]
        exact ⟨by linear_combination -h, by linear_combination h⟩
```

Q: Now the splitting. Does "antisymmetric minus symmetric" mean upper minus lower?

A: No, the labels belong to the vectors. For $e<0$, $k>1$ and $s>0$ the difference is positive, so the symmetric level is the lower one; other signs can reverse the order. By hand,
$$E_- - E_+=e\,\frac{(1-ks)(1+s)-(1+ks)(1-s)}{1-s^2}=\frac{2(1-k)es}{1-s^2},$$
because the numerator reduces to $2s-2ks$.

In `dimer_splitting`, `Ep` and `Em` are any energies that solve the equation with $(1,1)$ and $(1,-1)$. The `linear_combination` step multiplies the symmetric equation by $1-s$ and the antisymmetric one by $1+s$, then subtracts, which is the common denominator in another form.

```lean
/-- For overlap strictly between `-1` and `1`, the antisymmetric level minus the symmetric
level of the dimer is `2 (1 - k) e s / (1 - s²)`. -/
theorem dimer_splitting {k e s Ep Em : ℝ} (hs : -1 < s) (hs' : s < 1)
    (hp : Solves (dimer k e s) (overlap s) Ep ![1, 1])
    (hm : Solves (dimer k e s) (overlap s) Em ![1, -1]) :
    Em - Ep = 2 * (1 - k) * e * s / (1 - s ^ 2) := by
  have hd : 0 < 1 - s ^ 2 := by
    nlinarith [mul_pos (show 0 < 1 + s by linarith) (show 0 < 1 - s by linarith)]
  rw [solves_dimer_iff] at hp hm
  rw [eq_div_iff hd.ne']
  linear_combination (1 - s) * hp.1 - (1 + s) * hm.1
```

Q: And the shift?

A: Use the formula at $e+c$ and at $e$, with the same $k$ and $s$, and subtract. The term in $e$ cancels and the term in $c$ remains. Primes in the code mark the levels after the shift.

```lean
/-- For overlap strictly between `-1` and `1`, raising the orbital energy from `e` to `e + c`
changes the antisymmetric minus symmetric splitting by `2 (1 - k) c s / (1 - s²)`. -/
theorem splitting_shift {k e c s Ep Em Ep' Em' : ℝ} (hs : -1 < s) (hs' : s < 1)
    (hp : Solves (dimer k e s) (overlap s) Ep ![1, 1])
    (hm : Solves (dimer k e s) (overlap s) Em ![1, -1])
    (hp' : Solves (dimer k (e + c) s) (overlap s) Ep' ![1, 1])
    (hm' : Solves (dimer k (e + c) s) (overlap s) Em' ![1, -1]) :
    (Em' - Ep') - (Em - Ep) = 2 * (1 - k) * c * s / (1 - s ^ 2) := by
  rw [dimer_splitting hs hs' hp hm, dimer_splitting hs hs' hp' hm']
  ring
```

Q: So for $k=1$ all is well?

A: The splitting is then invariant, but it is also zero: both levels lie at $e$, and the dimer shows no bonding. In the other direction, an unchanged splitting means $(1-k)cs=0$, and since $c$ and $s$ are nonzero, $k=1$. The proof of the criterion does exactly this.

```lean
/-- For overlap `0 < s < 1` and a nonzero shift `c` of the orbital energy, the splitting of
the dimer is unchanged exactly when `k = 1`. -/
theorem splitting_invariant_iff {k e c s Ep Em Ep' Em' : ℝ} (hs : 0 < s) (hs' : s < 1)
    (hc : c ≠ 0)
    (hp : Solves (dimer k e s) (overlap s) Ep ![1, 1])
    (hm : Solves (dimer k e s) (overlap s) Em ![1, -1])
    (hp' : Solves (dimer k (e + c) s) (overlap s) Ep' ![1, 1])
    (hm' : Solves (dimer k (e + c) s) (overlap s) Em' ![1, -1]) :
    Em' - Ep' = Em - Ep ↔ k = 1 := by
  have h := splitting_shift (by linarith) hs' hp hm hp' hm'
  have hd : 1 - s ^ 2 ≠ 0 := by nlinarith
  constructor
  · intro heq
    have h0 : 2 * (1 - k) * c * s / (1 - s ^ 2) = 0 := by linarith
    have h1 := (div_eq_zero_iff.1 h0).resolve_right hd
    have h2 : (1 - k) * (c * s) = 0 := by linear_combination h1 / 2
    have h3 := (mul_eq_zero.1 h2).resolve_right (mul_ne_zero hc hs.ne')
    linarith
  · intro hk
    have h0 : 2 * (1 - k) * c * s / (1 - s ^ 2) = 0 := by
      rw [hk]
      simp
    linarith
```

Q: My main doubt remains. Changing the energy zero adds a constant to the Hamiltonian operator, and that moves all levels together. You changed a parameter instead.

A: Those are two different operations, and the defect lies in the difference. The constant operator $c$ has matrix elements $cS_{ij}$, so a genuine change of zero replaces $H$ by $H+cS$. Then
$$(H+cS)v=ESv+cSv=(E+c)Sv,$$
so every level rises by $c$ and every difference survives. `true_shift` proves this for any finite basis and any real matrix $H$.

```lean
omit [DecidableEq n] in
/-- Adding `c S` to any Hamiltonian raises a level by `c` and keeps its orbital
coefficients. -/
theorem true_shift {H S : Matrix n n ℝ} {E : ℝ} {v : n → ℝ} (c : ℝ)
    (h : Solves H S E v) : Solves (H + c • S) S (E + c) v := by
  unfold Solves at *
  rw [Matrix.add_mulVec, Matrix.smul_mulVec, h, add_smul]
```

Q: What does the extended Hückel rule do instead?

A: Raise every orbital energy by $c$. A diagonal element grows by $c=cS_{ii}$, as it should. An off-diagonal element grows by $kcS_{ij}=cS_{ij}+c(k-1)S_{ij}$. Together,
$$H\to H+cS+c(k-1)(S-1),$$
where the last $1$ is the identity matrix. The hypothesis `hS` says that the orbitals are normalized. The proof compares elements, first on the diagonal and then off it.

```lean
omit [Fintype n] in
/-- For normalized orbitals, raising all orbital energies by `c` adds to the extended Hückel
Hamiltonian the term `c S` and the further term `c (k - 1) (S - 1)`. -/
theorem huckel_shift (k c : ℝ) (S : Matrix n n ℝ) (e : n → ℝ) (hS : ∀ i, S i i = 1) :
    huckel k S (fun i => e i + c) =
      huckel k S e + c • S + (c * (k - 1)) • (S - 1) := by
  ext i j
  by_cases h : i = j
  · subst h
    simp [huckel, hS]
  · simp [huckel, h]
    ring
```

Q: When do the two operations agree?

A: For $c\neq 0$, when the extra term vanishes: either $k=1$ or $S=1$, that is, orthonormal orbitals. The proof cancels the common part and uses that a number times a matrix is zero only if one of them is. For larger bases this compares Hamiltonians; the formula for the splitting belongs to the dimer.

```lean
omit [Fintype n] in
/-- For normalized orbitals and `c ≠ 0`, raising all orbital energies by `c` amounts to adding
`c S` to the Hamiltonian exactly when `k = 1` or the overlap matrix is the identity. -/
theorem huckel_shift_iff (k c : ℝ) (S : Matrix n n ℝ) (e : n → ℝ)
    (hS : ∀ i, S i i = 1) (hc : c ≠ 0) :
    huckel k S (fun i => e i + c) = huckel k S e + c • S ↔ k = 1 ∨ S = 1 := by
  rw [huckel_shift k c S e hS]
  constructor
  · intro h
    -- the further term must vanish
    have h' : (c * (k - 1)) • (S - 1) = 0 :=
      add_left_cancel (h.trans (add_zero _).symm)
    rcases smul_eq_zero.1 h' with h1 | h1
    · left
      have h2 := (mul_eq_zero.1 h1).resolve_left hc
      linarith
    · right
      exact sub_eq_zero.1 h1
  · rintro (h | h)
    · rw [h, sub_self, mul_zero, zero_smul, add_zero]
    · rw [h, sub_self, smul_zero, add_zero]

end

end ExtendedHuckelEnergyZero
```

```lean
#print axioms ExtendedHuckelEnergyZero.dimer_levels
#print axioms ExtendedHuckelEnergyZero.splitting_invariant_iff
#print axioms ExtendedHuckelEnergyZero.true_shift
#print axioms ExtendedHuckelEnergyZero.huckel_shift_iff
```

```
'ExtendedHuckelEnergyZero.dimer_levels' depends on axioms: [propext, Classical.choice, Quot.sound]
'ExtendedHuckelEnergyZero.splitting_invariant_iff' depends on axioms: [propext, Classical.choice, Quot.sound]
'ExtendedHuckelEnergyZero.true_shift' depends on axioms: [propext, Classical.choice, Quot.sound]
'ExtendedHuckelEnergyZero.huckel_shift_iff' depends on axioms: [propext, Classical.choice, Quot.sound]
```

Q: What do I still have to accept from outside the mathematics?

A: That measuring the tabulated orbital energies from another zero means replacing each $e_i$ by $e_i+c$ while $k$ and the overlaps stay as they are. If you refit $k$ after the shift, you have a different comparison. For electronic-structure work with this one-electron model, the consequence is that a value of $k\neq 1$ belongs together with the energy zero of the orbital energies it is used with.
